# A lower bound from two sum rules on the response of omitted higher-lying states

A sum over states that is cut off at some energy above the reference state gives a static response that is too small whenever the omitted states couple to the reference state. The truncated sum itself doesn't tell how much is missing. If all omitted states lie above the reference state, two expectation values in that state, together with data on the kept states, give a lower bound on the missing part.

## The missing part of a sum over states

Let $H$ be a Hamiltonian with orthonormal eigenstates $|a\rangle$ and energies $e_a$. Let $|i\rangle$ be the reference state and $O$ a Hermitian perturbation, with $O_{ai}=\langle a|O|i\rangle$. The states in a set $L$ are kept, and every state outside $L$ has $e_a>e_i$. Hence $L$ contains $i$ and any state degenerate with it. The omitted response is

$$C=\sum_{a\notin L}\frac{|O_{ai}|^2}{e_a-e_i}.$$

For the perturbed Hamiltonian $H+\lambda O$ with nondegenerate $e_i$, the omitted states contribute $-\lambda^2C$ to the second-order energy. Sums of this kind also build the static non-interacting response used in the random-phase approximation. The result concerns one reference state and one operator in a finite-dimensional space.

Two moments of the omitted states are needed:

$$S_0=\sum_{a\notin L}|O_{ai}|^2,\qquad S_1=\sum_{a\notin L}(e_a-e_i)|O_{ai}|^2.$$

## Both moments without the omitted states

Completeness of the eigenstates gives $\sum_a|O_{ai}|^2=\langle i|O^2|i\rangle$, so

$$S_0=\langle i|O^2|i\rangle-\sum_{a\in L}|O_{ai}|^2.$$

For $S_1$, expand the double commutator:

$$[O,[H,O]]=2\,OHO-O^2H-HO^2.$$

In the state $|i\rangle$, both $O^2H$ and $HO^2$ give $e_i\langle i|O^2|i\rangle$. Inserting the eigenstates into $OHO$ and $O^2$ then yields

$$\tfrac12\langle i|[O,[H,O]]|i\rangle=\langle i|OHO|i\rangle-e_i\langle i|O^2|i\rangle=\sum_a(e_a-e_i)|O_{ai}|^2.$$

Subtracting the terms with $a\in L$ leaves $S_1$.

## The bound and when it is exact

Write $w_a=|O_{ai}|^2$ and $\Delta_a=e_a-e_i$. Expanding a square gives

$$\sum_{a\notin L}\frac{w_a}{\Delta_a}(S_0\Delta_a-S_1)^2=S_0^2S_1-2S_0^2S_1+S_1^2C=S_1(S_1C-S_0^2).$$

The left side is non-negative because every $\Delta_a$ is positive. If $S_1>0$, it follows that $S_1C\ge S_0^2$, so

$$\frac{S_0^2}{S_1}\le C.$$

The bound is strictly positive: if $S_0$ were zero, every omitted $w_a$ would vanish, and so would $S_1$. Equality requires every term of the sum of squares to vanish, so each omitted state with $w_a\neq0$ must have $\Delta_a=S_1/S_0$. The condition $S_1>0$ means that at least one omitted state couples to $|i\rangle$.

## Four levels, and the diagonal term

Take energies $0,1,2,4$, let $i$ be the lowest state, and let the column $O_{ai}$ be $(1,2,1,1)$. Keep the first two states.

- $\langle i|O^2|i\rangle=7$ and the kept part is $1+4=5$, so $S_0=2$.
- Half the double commutator gives $4+2+4=10$ and the kept part is $4$, so $S_1=6$.
- The bound is $4/6=2/3$, and the omitted response is $1/2+1/4=3/4$.

The kept part of $S_0$ includes the diagonal term $|O_{ii}|^2=1$. It is readily forgotten, because $a=i$ contributes nothing to $S_1$ and is absent from the response sum. Without it one finds $S_0=3$ and a supposed lower bound of $9/6=3/2$, twice the true omitted response.

## The statement in Lean

The space `E` is a complex inner product space with an orthonormal basis `b` over a finite index type, so it is finite-dimensional. The vector `b i` is the normalised state $|i\rangle$, and `e` assigns real energies. `H.IsSymmetric` and `O.IsSymmetric` express Hermiticity, `hb` is the eigenvalue equation, and `hgap` places the omitted states above `i`. `Lᶜ` is the set of omitted states.

The quantities $w_a$, $S_0$, $S_1$ and $C$ are `strength`, `tailS0`, `tailS1` and `tailResponse`. Here `strength` is the bare $|O_{ai}|^2$, not the dimensionless oscillator strength, and `tailResponse` lacks the factor 2 of the usual static polarizability.

The closure theorems are equations between complex numbers, with the real moments embedded in them. The two bound theorems need neither Hermiticity nor the eigenvalue equation; these enter when the moments are obtained from expectation values.

A particle in continuous space has an infinite-dimensional state space, which the theorems don't cover. For $H=p^2/2m+V(x)$ and $O=x$, the continuum value of half the double commutator is $\hbar^2/2m$, but matrices in a finite basis need not reproduce it. The closure theorem uses the commutator of the finite-dimensional operators.

```lean
import Mathlib

open scoped InnerProductSpace

namespace BasisExtrapolation

noncomputable section

variable {E ι : Type*} [NormedAddCommGroup E] [InnerProductSpace ℂ E]
  [Fintype ι] [DecidableEq ι]
  {H O : E →ₗ[ℂ] E} {b : OrthonormalBasis ι ℂ E} {e : ι → ℝ} {i : ι} {L : Finset ι}

/-- The commutator `[A, B] = AB - BA` of two operators. -/
def comm (A B : E →ₗ[ℂ] E) : E →ₗ[ℂ] E := A ∘ₗ B - B ∘ₗ A

/-- The transition strength `|O_ai|²` from state `i` to state `a`. -/
def strength (O : E →ₗ[ℂ] E) (b : OrthonormalBasis ι ℂ E) (i a : ι) : ℝ :=
  ‖⟪b a, O (b i)⟫_ℂ‖ ^ 2

/-- `S0`: the total strength of the states outside the kept set `L`. -/
def tailS0 (O : E →ₗ[ℂ] E) (b : OrthonormalBasis ι ℂ E) (i : ι) (L : Finset ι) : ℝ :=
  ∑ a ∈ Lᶜ, strength O b i a

/-- `S1`: the strength outside `L`, weighted by the excitation energies. -/
def tailS1 (O : E →ₗ[ℂ] E) (b : OrthonormalBasis ι ℂ E) (e : ι → ℝ) (i : ι)
    (L : Finset ι) : ℝ :=
  ∑ a ∈ Lᶜ, (e a - e i) * strength O b i a

/-- The sum of `|O_ai|²/(e_a - e_i)` over the states outside `L`, for energies
`e a ≠ e i` outside `L`. -/
def tailResponse (O : E →ₗ[ℂ] E) (b : OrthonormalBasis ι ℂ E) (e : ι → ℝ) (i : ι)
    (L : Finset ι) : ℝ :=
  ∑ a ∈ Lᶜ, strength O b i a / (e a - e i)

omit [DecidableEq ι] in
/-- The strength is the product of the overlaps of `O i` with the state `a`. -/
theorem strength_eq (a : ι) :
    ⟪O (b i), b a⟫_ℂ * ⟪b a, O (b i)⟫_ℂ = (strength O b i a : ℂ) := by
  unfold strength
  rw [← inner_conj_symm (O (b i)) (b a), mul_comm, Complex.mul_conj,
    Complex.normSq_eq_norm_sq]

omit [DecidableEq ι] in
/-- A Hermitian `H` acts on the component along its eigenstate `a` as the energy `e a`. -/
theorem inner_energy (hH : H.IsSymmetric) (hb : ∀ a, H (b a) = (e a : ℂ) • b a)
    (a : ι) (x : E) : ⟪b a, H x⟫_ℂ = (e a : ℂ) * ⟪b a, x⟫_ℂ := by
  rw [← hH (b a) x, hb a, inner_smul_left, Complex.conj_ofReal]

/-- Closure for `S0`: for Hermitian `O`, the strength outside `L` is `⟨i, O² i⟩` minus the
strength inside `L`. -/
theorem tailS0_closure (hO : O.IsSymmetric) :
    (tailS0 O b i L : ℂ) =
      ⟪b i, O (O (b i))⟫_ℂ - ((∑ a ∈ L, strength O b i a : ℝ) : ℂ) := by
  have h : ∑ a, (strength O b i a : ℂ) = ⟪b i, O (O (b i))⟫_ℂ := by
    rw [← hO (b i) (O (b i)), ← b.sum_inner_mul_inner (O (b i)) (O (b i))]
    exact Finset.sum_congr rfl fun a _ => (strength_eq a).symm
  have h2 : ∑ a ∈ Lᶜ, (strength O b i a : ℂ) + ∑ a ∈ L, (strength O b i a : ℂ)
      = ∑ a, (strength O b i a : ℂ) := Finset.sum_compl_add_sum L _
  unfold tailS0
  push_cast
  linear_combination h2 + h

/-- Closure for `S1`: for Hermitian `H` and `O`, with `b` an eigenbasis of `H`, the
energy-weighted strength outside `L` is `⟨i, [O,[H,O]] i⟩ / 2` minus the part inside `L`. -/
theorem tailS1_closure (hH : H.IsSymmetric) (hO : O.IsSymmetric)
    (hb : ∀ a, H (b a) = (e a : ℂ) • b a) :
    (tailS1 O b e i L : ℂ) = ⟪b i, comm O (comm H O) (b i)⟫_ℂ / 2
      - ((∑ a ∈ L, (e a - e i) * strength O b i a : ℝ) : ℂ) := by
  have hO' : ∀ y, ⟪b i, O y⟫_ℂ = ⟪O (b i), y⟫_ℂ := fun y => (hO (b i) y).symm
  have hH' : ∀ y, ⟪b i, H y⟫_ℂ = (e i : ℂ) * ⟪b i, y⟫_ℂ := inner_energy hH hb i
  -- expand the double commutator in the eigenstate `i`
  have hc : ⟪b i, comm O (comm H O) (b i)⟫_ℂ =
      2 * ⟪O (b i), H (O (b i))⟫_ℂ - 2 * (e i : ℂ) * ⟪O (b i), O (b i)⟫_ℂ := by
    simp only [comm, LinearMap.sub_apply, LinearMap.comp_apply, map_sub, inner_sub_right,
      hb i, map_smul, inner_smul_right, hH', hO']
    ring
  -- insert the complete set of eigenstates
  have hs : ∑ a, ((e a : ℂ) - e i) * (strength O b i a : ℂ) =
      ⟪O (b i), H (O (b i))⟫_ℂ - (e i : ℂ) * ⟪O (b i), O (b i)⟫_ℂ := by
    rw [← b.sum_inner_mul_inner (O (b i)) (H (O (b i))),
      ← b.sum_inner_mul_inner (O (b i)) (O (b i)), Finset.mul_sum,
      ← Finset.sum_sub_distrib]
    refine Finset.sum_congr rfl fun a _ => ?_
    rw [inner_energy hH hb, ← strength_eq]
    ring
  have h2 : ∑ a ∈ Lᶜ, ((e a : ℂ) - e i) * (strength O b i a : ℂ)
      + ∑ a ∈ L, ((e a : ℂ) - e i) * (strength O b i a : ℂ)
      = ∑ a, ((e a : ℂ) - e i) * (strength O b i a : ℂ) := Finset.sum_compl_add_sum L _
  unfold tailS1
  push_cast
  linear_combination h2 + hs - hc / 2

/-- If all states outside `L` lie above `i`, a weighted sum of squared deviations of their
excitation energies gives the difference between `S1` times the omitted response and `S0²`,
multiplied by `S1`. -/
theorem spread_identity (hgap : ∀ a ∉ L, e i < e a) :
    ∑ a ∈ Lᶜ, strength O b i a / (e a - e i)
        * (tailS0 O b i L * (e a - e i) - tailS1 O b e i L) ^ 2 =
      tailS1 O b e i L *
        (tailS1 O b e i L * tailResponse O b e i L - tailS0 O b i L ^ 2) := by
  have h : ∀ p q : ℝ, ∑ a ∈ Lᶜ, strength O b i a / (e a - e i) * (p * (e a - e i) - q) ^ 2
      = p ^ 2 * tailS1 O b e i L - 2 * p * q * tailS0 O b i L
        + q ^ 2 * tailResponse O b e i L := by
    intro p q
    unfold tailS1 tailS0 tailResponse
    rw [Finset.mul_sum, Finset.mul_sum, Finset.mul_sum, ← Finset.sum_sub_distrib,
      ← Finset.sum_add_distrib]
    refine Finset.sum_congr rfl fun a ha => ?_
    have hne : e a - e i ≠ 0 := (sub_pos.mpr (hgap a (Finset.mem_compl.mp ha))).ne'
    have hc := div_mul_cancel₀ (strength O b i a) hne
    linear_combination (p ^ 2 * (e a - e i) - 2 * p * q) * hc
  rw [h]
  ring

/-- If `S1 > 0`, then `S0 > 0`. -/
theorem tailS0_pos (hS1 : 0 < tailS1 O b e i L) : 0 < tailS0 O b i L := by
  have hn : ∀ a ∈ Lᶜ, 0 ≤ strength O b i a := fun _ _ => sq_nonneg _
  refine lt_of_le_of_ne (Finset.sum_nonneg hn) fun h => hS1.ne' ?_
  have hz := (Finset.sum_eq_zero_iff_of_nonneg hn).mp h.symm
  exact Finset.sum_eq_zero fun a ha => by rw [hz a ha, mul_zero]

/-- If all states outside `L` lie above `i` and `S1 > 0`, then `S0²/S1` is a strictly
positive lower bound on the omitted response. -/
theorem tail_bound (hgap : ∀ a ∉ L, e i < e a) (hS1 : 0 < tailS1 O b e i L) :
    0 < tailS0 O b i L ^ 2 / tailS1 O b e i L ∧
      tailS0 O b i L ^ 2 / tailS1 O b e i L ≤ tailResponse O b e i L := by
  refine ⟨div_pos (pow_pos (tailS0_pos hS1) 2) hS1, ?_⟩
  have hn : 0 ≤ ∑ a ∈ Lᶜ, strength O b i a / (e a - e i)
      * (tailS0 O b i L * (e a - e i) - tailS1 O b e i L) ^ 2 :=
    Finset.sum_nonneg fun a ha => mul_nonneg (div_nonneg (sq_nonneg _)
      (sub_pos.mpr (hgap a (Finset.mem_compl.mp ha))).le) (sq_nonneg _)
  rw [spread_identity hgap] at hn
  have h := nonneg_of_mul_nonneg_right hn hS1
  rw [div_le_iff₀ hS1]
  linarith

/-- If all states outside `L` lie above `i` and `S1 > 0`, the bound is exact if and only if
every omitted state coupled to `i` has the excitation energy `S1/S0`. -/
theorem tail_bound_eq_iff (hgap : ∀ a ∉ L, e i < e a) (hS1 : 0 < tailS1 O b e i L) :
    tailS0 O b i L ^ 2 / tailS1 O b e i L = tailResponse O b e i L ↔
      ∀ a ∉ L, ⟪b a, O (b i)⟫_ℂ ≠ 0 →
        e a - e i = tailS1 O b e i L / tailS0 O b i L := by
  have hS0 := tailS0_pos hS1
  have hn : ∀ a ∈ Lᶜ, 0 ≤ strength O b i a / (e a - e i)
      * (tailS0 O b i L * (e a - e i) - tailS1 O b e i L) ^ 2 :=
    fun a ha => mul_nonneg (div_nonneg (sq_nonneg _)
      (sub_pos.mpr (hgap a (Finset.mem_compl.mp ha))).le) (sq_nonneg _)
  -- equality means that the weighted spread vanishes
  have key : tailS0 O b i L ^ 2 / tailS1 O b e i L = tailResponse O b e i L ↔
      ∑ a ∈ Lᶜ, strength O b i a / (e a - e i)
        * (tailS0 O b i L * (e a - e i) - tailS1 O b e i L) ^ 2 = 0 := by
    rw [spread_identity hgap, div_eq_iff hS1.ne', mul_eq_zero, or_iff_right hS1.ne']
    constructor <;> intro h <;> linarith
  rw [key, Finset.sum_eq_zero_iff_of_nonneg hn]
  constructor
  · intro h a ha hne
    have hw : 0 < strength O b i a := pow_pos (norm_pos_iff.mpr hne) 2
    have hz := (mul_eq_zero.mp (h a (Finset.mem_compl.mpr ha))).resolve_left
      (div_pos hw (sub_pos.mpr (hgap a ha))).ne'
    have h0 := (pow_eq_zero_iff two_ne_zero).mp hz
    rw [eq_div_iff hS0.ne']
    linarith
  · intro h a ha
    by_cases hne : ⟪b a, O (b i)⟫_ℂ = 0
    · simp [strength, hne]
    · have h1 := h a (Finset.mem_compl.mp ha) hne
      rw [eq_div_iff hS0.ne'] at h1
      have h0 : tailS0 O b i L * (e a - e i) - tailS1 O b e i L = 0 := by linarith
      rw [h0]
      simp

end

end BasisExtrapolation
```

```lean
#print axioms BasisExtrapolation.tailS0_closure
-- 'BasisExtrapolation.tailS0_closure' depends on axioms: [propext, Classical.choice, Quot.sound]
#print axioms BasisExtrapolation.tailS1_closure
-- 'BasisExtrapolation.tailS1_closure' depends on axioms: [propext, Classical.choice, Quot.sound]
#print axioms BasisExtrapolation.tail_bound
-- 'BasisExtrapolation.tail_bound' depends on axioms: [propext, Classical.choice, Quot.sound]
#print axioms BasisExtrapolation.tail_bound_eq_iff
-- 'BasisExtrapolation.tail_bound_eq_iff' depends on axioms: [propext, Classical.choice, Quot.sound]
```

## From the closure relations to the equality case

`strength_eq` writes $|O_{ai}|^2$ as a product of two overlaps, the form in which completeness produces it. `inner_energy` lets $H$ act to the left on an eigenstate.

In `tailS0_closure`, `sum_inner_mul_inner` inserts the complete basis, and `Finset.sum_compl_add_sum` splits the sum into omitted and kept states. `tailS1_closure` first expands the double commutator in `hc`, then inserts the basis in `hs`; `linear_combination` joins these with the same splitting.

`spread_identity` is the expanded square. Its inner statement `h` treats arbitrary numbers $p$ and $q$ in place of $S_0$ and $S_1$, so the expansion can be done term by term. The gap condition supplies the one cancellation needed, $(w_a/\Delta_a)\Delta_a=w_a$.

`tailS0_pos` shows that $S_0=0$ would force $S_1=0$. `tail_bound` combines this with the non-negative sum of squares and divides by $S_1$. For `tail_bound_eq_iff`, the step `key` turns equality into the vanishing of that sum. Since its terms are non-negative, each must be zero, which fixes the excitation energy of every coupled omitted state. In the converse direction, uncoupled states have zero weight and coupled ones zero deviation.
